# Harmonic homogeneous polynomials of different degrees are orthogonal under every rotation-invariant linear functional

Two real angular functions are orthogonal if the sphere average of their product is zero. Here the average is replaced by any real linear functional A on polynomials in x, y, z that vanishes on whatever an infinitesimal rotation produces, and p and q are called orthogonal under A if A(pq) = 0. For the surface average itself, this condition follows by differentiating its invariance under rotations with respect to the angle, a step of ordinary calculus that is assumed here. A need be neither positive nor normalised.

```lean
import Mathlib

open MvPolynomial

namespace SphereAverage

noncomputable section
```

Write x₀, x₁, x₂ for x, y, z and ∂ᵢ for the partial derivatives; in Lean they are `X i` and `pderiv i`.

```lean
/-- Real polynomials in the three Cartesian coordinates. -/
abbrev Poly := MvPolynomial (Fin 3) ℝ
```

The generators Mᵢ are `rot i`, with indices modulo 3, so M₀ = y∂_z − z∂_y. Angular momentum is −iħ times these real operators (this i is the imaginary unit).

```lean
/-- The rotation generator `M_i = x_{i+1} ∂_{i+2} - x_{i+2} ∂_{i+1}`, with indices modulo 3. -/
def rot (i : Fin 3) : Derivation ℝ Poly Poly :=
  (X (i + 1) : Poly) • pderiv (i + 2) - (X (i + 2) : Poly) • pderiv (i + 1)
```

The Euler operator E measures degree, and `lap` is the Laplacian Δ. A polynomial p is harmonic if Δp = 0.

```lean
/-- The Euler operator `x ∂_x + y ∂_y + z ∂_z`. -/
def euler : Derivation ℝ Poly Poly :=
  (X 0 : Poly) • pderiv 0 + (X 1 : Poly) • pderiv 1 + (X 2 : Poly) • pderiv 2

/-- The Laplacian, the sum of the three second partial derivatives. -/
def lap : Module.End ℝ Poly where
  toFun p := ∑ i, pderiv i (pderiv i p)
  map_add' p q := by simp only [map_add, Finset.sum_add_distrib]
  map_smul' c p := by simp only [Derivation.map_smul, Finset.smul_sum, RingHom.id_apply]

/-- A linear functional is rotation invariant if it vanishes on every `M_i p`. -/
def RotationInvariant (A : Poly →ₗ[ℝ] ℝ) : Prop :=
  ∀ i p, A (rot i p) = 0
```

## (a) Order of differentiation

Show that partial derivatives of a polynomial commute:

∂ᵢ∂ⱼp = ∂ⱼ∂ᵢp.

The commutator D = ∂ᵢ∂ⱼ − ∂ⱼ∂ᵢ obeys the product rule, because the cross terms cancel. It kills each coordinate, since first derivatives of coordinates are constants. Hence it kills every polynomial. `derivation_ext` supplies this last inference.

```lean
/-- Partial derivatives of a polynomial commute. -/
theorem pderiv_comm (i j : Fin 3) (p : Poly) :
    pderiv i (pderiv j p) = pderiv j (pderiv i p) := by
  -- the commutator is a derivation that kills the coordinates
  have h : ⁅(pderiv i : Derivation ℝ Poly Poly), (pderiv j : Derivation ℝ Poly Poly)⁆ = 0 := by
    apply MvPolynomial.derivation_ext
    intro k
    rw [Derivation.commutator_apply, pderiv_X, pderiv_X]
    simp only [Pi.single_apply]
    split_ifs <;> simp
  have h2 := DFunLike.congr_fun h p
  rw [Derivation.commutator_apply] at h2
  exact sub_eq_zero.mp h2
```

## (b) The squared generators

Express the sum of squares through r² = x² + y² + z², Δ and E:

Σᵢ Mᵢ² = r²Δ − E² − E.

The first square is

M₀² = y²∂_z² + z²∂_y² − 2yz∂_y∂_z − y∂_y − z∂_z.

Adding the cyclic copies gives

Σᵢ Mᵢ² = Σ_{i≠j} xᵢ²∂ⱼ² − 2Σ_{i<j} xᵢxⱼ∂ᵢ∂ⱼ − 2E.

Now insert

r²Δ = Σᵢ xᵢ²∂ᵢ² + Σ_{i≠j} xᵢ²∂ⱼ²,

E² = Σᵢ xᵢ²∂ᵢ² + 2Σ_{i<j} xᵢxⱼ∂ᵢ∂ⱼ + E.

The two sides agree. In Lean, `simp only` expands the derivatives and `ring` compares the results.

```lean
/-- The sum of the squared rotation generators is `r² Δ - E² - E`, with `E` the Euler operator. -/
theorem sum_rot_sq (p : Poly) :
    ∑ i, rot i (rot i p) = (∑ i, X i ^ 2) * lap p - euler (euler p) - euler p := by
  simp only [rot, euler, lap, LinearMap.coe_mk, AddHom.coe_mk, Fin.sum_univ_three,
    Fin.reduceAdd, zero_add, Derivation.sub_apply, Derivation.add_apply, Derivation.smul_apply,
    smul_eq_mul, map_add, map_sub, Derivation.leibniz, pderiv_X, Pi.single_apply,
    Fin.reduceEq, reduceIte, mul_one, mul_zero,
    pderiv_comm 1 0, pderiv_comm 2 0, pderiv_comm 2 1]
  ring
```

## (c) The eigenvalue

Let p be harmonic and homogeneous of degree l. Show that

Σᵢ Mᵢ²p = −l(l+1)p.

On a monomial xᵃyᵇzᶜ, E multiplies by a + b + c = l. So Ep = lp and E²p = l²p, while r²Δp = 0. Part (b) leaves −l²p − lp.

```lean
/-- On a harmonic homogeneous polynomial of degree `l`, the sum of the squared rotation
generators acts as multiplication by `-l(l+1)`. -/
theorem sum_rot_sq_harmonic {p : Poly} {l : ℕ} (hp : p.IsHomogeneous l) (hh : lap p = 0) :
    ∑ i, rot i (rot i p) = (-((l : ℝ) * (l + 1))) • p := by
  -- Euler's identity for homogeneous polynomials
  have hE : euler p = (l : ℝ) • p := by
    rw [Nat.cast_smul_eq_nsmul, ← hp.sum_X_mul_pderiv]
    simp only [euler, Fin.sum_univ_three, Derivation.add_apply, Derivation.smul_apply,
      smul_eq_mul]
  rw [sum_rot_sq, hh, hE, Derivation.map_smul, hE, mul_zero]
  module
```

## (d) Integration by parts

Move a generator from one factor to the other under A:

A((Mᵢp)q) = −A(p Mᵢq).

By invariance and the product rule,

0 = A(Mᵢ(pq)) = A(p Mᵢq) + A((Mᵢp)q).

```lean
/-- Integration by parts: under a rotation-invariant functional a rotation generator moves from
one factor to the other with a change of sign. -/
theorem integration_by_parts {A : Poly →ₗ[ℝ] ℝ} (hA : RotationInvariant A) (i : Fin 3)
    (p q : Poly) : A (rot i p * q) = -A (p * rot i q) := by
  have h := hA i (p * q)
  rw [Derivation.leibniz, map_add, smul_eq_mul, smul_eq_mul, mul_comm q (rot i p)] at h
  linarith
```

## (e) Symmetry

Show that the sum of squares is symmetric under A:

A((Σᵢ Mᵢ²p)q) = A(p Σᵢ Mᵢ²q).

Apply (d) twice to each term:

A((Mᵢ²p)q) = −A((Mᵢp)(Mᵢq)) = A(p Mᵢ²q).

```lean
/-- The sum of the squared rotation generators is symmetric under a rotation-invariant
functional. -/
theorem sum_rot_sq_symmetric {A : Poly →ₗ[ℝ] ℝ} (hA : RotationInvariant A) (p q : Poly) :
    A ((∑ i, rot i (rot i p)) * q) = A (p * ∑ i, rot i (rot i q)) := by
  rw [Finset.sum_mul, Finset.mul_sum, map_sum, map_sum]
  refine Finset.sum_congr rfl fun i _ => ?_
  rw [integration_by_parts hA i (rot i p) q, integration_by_parts hA i p (rot i q), neg_neg]
```

## (f) Orthogonality

Let p and q be harmonic and homogeneous of degrees l ≠ m. Here m is a second degree, not the magnetic quantum number. Show that

A(pq) = 0.

Parts (c) and (e) give

−l(l+1)A(pq) = −m(m+1)A(pq),

(l−m)(l+m+1)A(pq) = 0.

Neither numerical factor is zero. Orthogonality within one degree is a separate question.

```lean
/-- A rotation-invariant linear functional vanishes on the product of two harmonic homogeneous
polynomials of different degrees. -/
theorem harmonic_orthogonality {A : Poly →ₗ[ℝ] ℝ} (hA : RotationInvariant A)
    {p q : Poly} {l m : ℕ} (hp : p.IsHomogeneous l) (hq : q.IsHomogeneous m)
    (hp0 : lap p = 0) (hq0 : lap q = 0) (hlm : l ≠ m) : A (p * q) = 0 := by
  have h := sum_rot_sq_symmetric hA p q
  rw [sum_rot_sq_harmonic hp hp0, sum_rot_sq_harmonic hq hq0, smul_mul_assoc, mul_smul_comm,
    map_smul, map_smul, smul_eq_mul, smul_eq_mul] at h
  -- the difference of the two eigenvalues factorises
  have h0 : ((l : ℝ) - m) * (((l : ℝ) + m + 1) * A (p * q)) = 0 := by
    linear_combination -h
  have h1 : (l : ℝ) - m ≠ 0 := sub_ne_zero.mpr (Nat.cast_injective.ne hlm)
  have h2 : (l : ℝ) + m + 1 ≠ 0 := by positivity
  exact (mul_eq_zero.mp ((mul_eq_zero.mp h0).resolve_left h1)).resolve_left h2
```

For Gaussian orbitals p e^(−αr²) and q e^(−βr²) on the same centre, with α, β > 0 and p, q as above, the overlap is

4π⟨pq⟩ ∫₀^∞ r^(l+m+2) e^(−(α+β)r²) dr,

where ⟨pq⟩ is the unit-sphere average. With harmonic d and f functions, the s–d and p–f blocks of the one-centre overlap matrix are therefore zero. Full Cartesian d and f shells also contain r² times an s or p function, so for them these blocks need not vanish.

## (g) A single harmonic

For p harmonic and homogeneous of degree l ≠ 0, show that

A(p) = 0.

Take q = 1 in (f); it is harmonic of degree 0.

```lean
/-- A rotation-invariant linear functional vanishes on every harmonic homogeneous polynomial of
nonzero degree. -/
theorem harmonic_average_zero {A : Poly →ₗ[ℝ] ℝ} (hA : RotationInvariant A)
    {p : Poly} {l : ℕ} (hp : p.IsHomogeneous l) (hp0 : lap p = 0) (hl : l ≠ 0) : A p = 0 := by
  have h1 : lap (1 : Poly) = 0 := by
    simp only [lap, LinearMap.coe_mk, AddHom.coe_mk, Derivation.map_one_eq_zero, map_zero,
      Finset.sum_const_zero]
  have h := harmonic_orthogonality hA hp (isHomogeneous_one (Fin 3) ℝ) hp0 h1 hl
  rwa [mul_one] at h
```

## (h) Laplacian and rotations

Show that

ΔMᵢp = MᵢΔp.

Since Δxⱼ − xⱼΔ = 2∂ⱼ as operators,

ΔMᵢ − MᵢΔ = 2∂ᵢ₊₁∂ᵢ₊₂ − 2∂ᵢ₊₂∂ᵢ₊₁ = 0.

Lean treats the three values of i separately.

```lean
/-- The Laplacian commutes with the rotation generators. -/
theorem lap_rot (i : Fin 3) (p : Poly) : lap (rot i p) = rot i (lap p) := by
  have key : ∀ i : Fin 3, i = 0 ∨ i = 1 ∨ i = 2 := by decide
  rcases key i with rfl | rfl | rfl <;>
  · simp only [rot, lap, LinearMap.coe_mk, AddHom.coe_mk, Fin.sum_univ_three,
      Fin.reduceAdd, zero_add, Derivation.sub_apply, Derivation.smul_apply,
      smul_eq_mul, map_add, map_sub, Derivation.leibniz, pderiv_X, Pi.single_apply,
      Fin.reduceEq, reduceIte, mul_one, mul_zero, map_zero,
      pderiv_comm 1 0, pderiv_comm 2 0, pderiv_comm 2 1]
    ring
```

## (i) An explicit invariant functional

Let P_N(p) = Σ_{k<N} (Δᵏp)(0)/(2k+1)!, called `pizzetti N`. On polynomials of degree below 2N it equals the average over the unit sphere; this is Pizzetti's formula, which is not proved here.

```lean
/-- The first `N` terms of Pizzetti's series for the unit sphere,
`∑ (Δ^k p)(0) / (2k+1)!` over `k < N`. -/
def pizzetti (N : ℕ) : Poly →ₗ[ℝ] ℝ :=
  ∑ k ∈ Finset.range N, ((Nat.factorial (2 * k + 1) : ℝ)⁻¹) •
    ((aeval (0 : Fin 3 → ℝ) : Poly →ₐ[ℝ] ℝ).toLinearMap ∘ₗ (lap ^ k))
```

Show that for every N

P_N(Mᵢp) = 0.

By (h), applied k times by induction, ΔᵏMᵢp = MᵢΔᵏp. Each term of Mᵢ carries a coordinate factor, so this vanishes at the origin.

```lean
/-- Pizzetti's series, cut after any number of terms, is a rotation-invariant functional. -/
theorem pizzetti_witness (N : ℕ) : RotationInvariant (pizzetti N) := by
  intro i p
  have hpow : ∀ k : ℕ, (lap ^ k) (rot i p) = rot i ((lap ^ k) p) := by
    intro k
    induction k with
    | zero => simp
    | succ k ih => rw [pow_succ', Module.End.mul_apply, Module.End.mul_apply, ih, lap_rot]
  -- a rotation generator produces polynomials that vanish at the origin
  have hzero : ∀ r : Poly, aeval (0 : Fin 3 → ℝ) (rot i r) = 0 := by
    intro r
    simp only [rot, Derivation.sub_apply, Derivation.smul_apply, smul_eq_mul, map_sub, map_mul,
      aeval_X, Pi.zero_apply, zero_mul, sub_zero]
  simp only [pizzetti, LinearMap.sum_apply, LinearMap.smul_apply, LinearMap.comp_apply,
    AlgHom.toLinearMap_apply, hpow, hzero, smul_zero, Finset.sum_const_zero]
```

For a numerical instance, take N = 3, p = z and q = 2z³ − 3x²z − 3y²z, which is harmonic because Δq = 12z − 6z − 6z = 0. The product is 2z⁴ − 3x²z² − 3y²z². Only k = 2 contributes, with Δ²z⁴ = 24 and Δ²(x²z²) = Δ²(y²z²) = 8:

P₃(pq) = (2·24 − 3·8 − 3·8)/120 = 0.

## (j) Equal degrees

Show that x is harmonic and homogeneous of degree 1, and that

P₂(x²) = 1/3.

The second derivatives of x vanish, and Δx² = 2, so

P₂(x²) = 0/1! + 2/3! = 1/3.

Thus the conclusion of (f) can fail when l = m.

```lean
/-- The coordinate `x` is harmonic and homogeneous of degree 1, and the two-term Pizzetti
functional gives its square the value `1/3`. -/
theorem equal_degree_sharpness :
    lap (X 0) = 0 ∧ (X 0 : Poly).IsHomogeneous 1 ∧ pizzetti 2 (X 0 * X 0) = 1 / 3 := by
  have hl : lap (X 0 * X 0) = 2 := by
    simp only [lap, LinearMap.coe_mk, AddHom.coe_mk, Fin.sum_univ_three, Derivation.leibniz,
      smul_eq_mul, pderiv_X, Pi.single_apply, Fin.reduceEq, reduceIte, mul_one, mul_zero,
      map_add, map_zero, add_zero]
    norm_num
  refine ⟨?_, isHomogeneous_X ℝ 0, ?_⟩
  · simp [lap, Fin.sum_univ_three, pderiv_X]
  · have hc : constantCoeff (2 : Poly) = (2 : ℝ) :=
      map_ofNat (constantCoeff : Poly →+* ℝ) 2
    norm_num [pizzetti, Finset.sum_range_succ, hl, Nat.factorial]
    linear_combination (1 / 6 : ℝ) * hc

end

end SphereAverage
```

```lean
#print axioms SphereAverage.harmonic_orthogonality
-- 'SphereAverage.harmonic_orthogonality' depends on axioms: [propext, Classical.choice, Quot.sound]
#print axioms SphereAverage.harmonic_average_zero
-- 'SphereAverage.harmonic_average_zero' depends on axioms: [propext, Classical.choice, Quot.sound]
#print axioms SphereAverage.equal_degree_sharpness
-- 'SphereAverage.equal_degree_sharpness' depends on axioms: [propext, Classical.choice, Quot.sound]
```
